# Linearised Roots of $P(E)=S$ Can Depend on How the Equation Is Written

Suppose two programs compute a band energy from the same condition $P(E)=S$, with the same potential function $P$, the same structure constant $S$ and the same expansion energy. One linearises $P$ and the other linearises $1/P$. For $P(E)=(1+E)^2$, $S=4$ and expansion about zero energy, the first returns $3/2$ and the second returns $3/8$, while the exact root above $-1$ is $1$. Someone who expects equivalent equations to have equivalent linearisations will look for a bug in one of the programs, and there is none.

Here $P(E)$ describes the scattering properties of an atomic sphere as a function of energy, and $S$ describes the geometry of the lattice at a fixed wave vector. In multiple-scattering and muffin-tin-orbital methods these are in general matrices; the treatment below is restricted to one orbital, for which both are real numbers, and to a structure constant that does not depend on energy, as in the atomic-sphere approximation. Energies are dimensionless.

## One Newton step in each representation

Let $f$ be a real function of energy, $s$ a target value and $E_0$ the expansion energy. Replacing $f$ in $f(E)=s$ by its first-order Taylor expansion gives

$$f(E_0)+f'(E_0)(E-E_0)=s .$$

A solution $E$ of this equation is called a linearised root. If $f'(E_0)\neq 0$, there is exactly one:

$$E=E_0+\frac{s-f(E_0)}{f'(E_0)} ,$$

which is a single Newton step from $E_0$.

Now write $P_0=P(E_0)$ and $d=P'(E_0)$, with $d\neq0$. The linearised root of $P=S$ is

$$E_1=E_0+\frac{S-P_0}{d}.$$

A change of representation is a function $g$ applied to both sides, so that the condition becomes $g(P)=g(S)$. Let $c=g'(P_0)\neq0$. By the chain rule, $g(P(E))$ has slope $cd$ at $E_0$, and its linearised root is

$$E_2=E_0+\frac{g(S)-g(P_0)}{cd}.$$

Multiplying $E_1=E_2$ through by $cd$, after subtracting $E_0$, shows that the two roots agree exactly when

$$g(S)=g(P_0)+c\,(S-P_0).$$

The right-hand side is the tangent of $g$ at $P_0$, evaluated at $S$. An affine $g$ always satisfies this condition. A curved $g$ satisfies it only if its graph meets the tangent again at $S$, or if $S=P_0$.

## The gap between $P$ and $1/P$

Take $g(x)=1/x$, with $P_0\neq0$ and $S\neq0$. Then $c=-1/P_0^2$, and

$$g(S)-g(P_0)=\frac1S-\frac1{P_0}=\frac{P_0-S}{S P_0}.$$

Dividing by $cd=-d/P_0^2$ gives

$$E_2-E_0=\frac{P_0-S}{SP_0}\cdot\left(-\frac{P_0^2}{d}\right)=\frac{P_0}{S}\cdot\frac{S-P_0}{d}.$$

The displacement from the expansion energy is therefore that of the first representation multiplied by $P_0/S$. Subtracting the two roots,

$$E_1-E_2=\frac{S-P_0}{d}\left(1-\frac{P_0}{S}\right)=\frac{(S-P_0)^2}{S\,d}.$$

The gap vanishes only if $S=P_0$, that is, if the expansion energy already solves the equation. It is quadratic in the mismatch $S-P_0$, apart from the factor $1/S$.

For $P(E)=(1+E)^2$ and $E_0=0$ we have $P_0=1$ and $d=2$. With $S=4$,

$$E_1=\frac{4-1}{2}=\frac32,\qquad E_2=\frac14\cdot\frac32=\frac38,\qquad E_1-E_2=\frac{3^2}{4\cdot2}=\frac98 .$$

The exact equation $(1+E)^2=4$ factors as $(E-1)(E+3)=0$, and only $E=1$ lies above $-1$. The linearised roots lie on opposite sides of it.

A structure constant closer to $P_0$ shows how fast the discrepancy shrinks. Take $S=1.21$, for which the exact root above $-1$ is $0.1$. Then $E_1=0.21/2=0.105$ and $E_2=0.105/1.21\approx0.0868$. The gap is $0.0441/2.42\approx0.0182$, against $1.125$ for $S=4$.

The square root is a representation that suits this particular $P$. For $E>-1$ we have $\sqrt{P(E)}=1+E$, which is already linear, so linearising it at zero in $\sqrt P=\sqrt4$ gives $1+E=2$ and the exact root $E=1$.

## The step inside a band calculation

In this simplified model, which is not a description of any particular method, a one-orbital code that replaces the potential function by its tangent evaluates $P$ and its energy derivative at $E_0$, obtains $S$ for the current wave vector, and takes the step $(S-P_0)/d$. If it stores the reciprocal instead, it forms the corresponding quotient with $1/P$ and $1/S$. Comparing the two outputs tests the implementation only after the expected gap $(S-P_0)^2/(Sd)$ has been taken into account.

A Newton root-finder repeats the step, using each result as the next expansion energy. In the example with $S=4$, the next iterates are $1.05$ from $3/2$ in the representation $P$, and about $0.738$ from $3/8$ in the representation $1/P$. Both have moved towards $1$. If an iterate stops changing, its displacement is zero, and either formula then gives $P=S$. A converged iteration thus returns a root of the same equation in either representation. Whether it converges, and to which root, can still depend on the representation: starting from $E_0=3$, where $P_0=16$ and $d=8$, the reciprocal step is $\frac{16}{4}\cdot\frac{4-16}{8}=-6$ and lands on the root $-3$, while the iteration in $P$ converges to $1$.

## Linearised roots as a predicate

The development works over the real numbers, inside its own namespace.

In Lean 4 with Mathlib:

```lean
import Mathlib

namespace LinearisedRootRepresentation

noncomputable section
```

The central definition takes a function `f`, an expansion energy `E₀`, a target `s` and a candidate energy `E`, and says that `E` satisfies the linearised equation.

```lean
/-- `E` solves the equation `f = s` after `f` has been replaced by its first-order Taylor
expansion about the energy `E₀`. -/
def IsLinearisedRoot (f : ℝ → ℝ) (E₀ s E : ℝ) : Prop :=
  f E₀ + deriv f E₀ * (E - E₀) = s
```

Since this is a condition on `E` and not a formula for it, no division is involved. At zero slope the equation may have no solution, or every energy may solve it, and the predicate describes both cases correctly. Mathlib's `deriv` takes the value zero where a function is not differentiable, so the theorems below assume differentiability at the expansion point through `HasDerivAt`, which also names the derivative.

The model potential function is a plain quadratic, chosen for its simple arithmetic and not derived from an atomic potential.

```lean
/-- The model potential function `P(E) = (1 + E)^2`. -/
def quadP (E : ℝ) : ℝ := (1 + E) ^ 2
```

## The root formula and the chain rule

The first theorem says that, if `f` has derivative `d` at `E₀` and `d` is nonzero, then `E` is a linearised root exactly when it equals the Newton step. The equivalence contains existence and uniqueness together.

```lean
/-- For a nonzero slope the linearised equation has exactly one root, given by a single
Newton step from the expansion energy. -/
theorem isLinearisedRoot_iff {f : ℝ → ℝ} {d E₀ s E : ℝ}
    (hf : HasDerivAt f d E₀) (hd : d ≠ 0) :
    IsLinearisedRoot f E₀ s E ↔ E = E₀ + (s - f E₀) / d := by
  unfold IsLinearisedRoot
  rw [hf.deriv]
  constructor
  · intro h
    have h' : s - f E₀ = d * (E - E₀) := by linarith
    rw [h', mul_div_cancel_left₀ _ hd]
    ring
  · intro h
    have h' : d * ((s - f E₀) / d) = s - f E₀ := by field_simp
    rw [h]
    linear_combination h'
```

After `deriv f E₀` has been replaced by `d`, the forward direction isolates $s-f(E_0)=d(E-E_0)$ and cancels $d$. The reverse direction substitutes the formula and uses $d\cdot\frac{s-f(E_0)}{d}=s-f(E_0)$.

For a change of representation, `c` is the derivative of `g` at the value `P E₀`, and `d` is the derivative of `P` at `E₀`.

```lean
/-- The linearised root when the condition `P = S` is written as `g(P) = g(S)`. -/
theorem isLinearisedRoot_comp_iff {P g : ℝ → ℝ} {c d E₀ S E : ℝ}
    (hP : HasDerivAt P d E₀) (hg : HasDerivAt g c (P E₀)) (hc : c ≠ 0) (hd : d ≠ 0) :
    IsLinearisedRoot (fun x => g (P x)) E₀ (g S) E ↔
      E = E₀ + (g S - g (P E₀)) / (c * d) :=
  isLinearisedRoot_iff (f := fun x => g (P x)) (hg.comp E₀ hP) (mul_ne_zero hc hd)
```

The proof applies the previous theorem to the composite function. The term `hg.comp E₀ hP` is the chain rule, and `mul_ne_zero hc hd` says that the slope $cd$ is nonzero. Physically, `hd` requires the potential function to vary to first order at the expansion energy, and `hc` requires the new representation to retain that variation.

The theorem does not ask `g` to be injective. Injectivity on the relevant range of values is what makes $g(P)=g(S)$ equivalent to $P=S$, and it has to be checked separately when a representation is chosen. The reciprocal has this property on nonzero numbers, and the square root has it on non-negative ones.

## When two representations agree

In the next statement `E₁` is a linearised root of the original equation and `E₂` is one of the transformed equation. They are equal exactly when the tangent of `g` at `P E₀` reproduces `g S`.

```lean
/-- The linearised roots of `P = S` and of `g(P) = g(S)` coincide exactly when the tangent
of `g` at `P(E₀)` passes through the value `g(S)` at `S`. -/
theorem linearised_roots_agree_iff {P g : ℝ → ℝ} {c d E₀ S E₁ E₂ : ℝ}
    (hP : HasDerivAt P d E₀) (hg : HasDerivAt g c (P E₀)) (hc : c ≠ 0) (hd : d ≠ 0)
    (h₁ : IsLinearisedRoot P E₀ S E₁)
    (h₂ : IsLinearisedRoot (fun x => g (P x)) E₀ (g S) E₂) :
    E₁ = E₂ ↔ g S = g (P E₀) + c * (S - P E₀) := by
  -- both linearised equations, with the chain rule for the second
  have hder : deriv (fun x => g (P x)) E₀ = c * d := (hg.comp E₀ hP).deriv
  have e₁ : P E₀ + d * (E₁ - E₀) = S := by
    rw [← hP.deriv]
    exact h₁
  have e₂ : g (P E₀) + c * d * (E₂ - E₀) = g S := by
    rw [← hder]
    exact h₂
  constructor
  · intro h
    rw [← h] at e₂
    linear_combination c * e₁ - e₂
  · intro h
    apply mul_left_cancel₀ (mul_ne_zero hc hd)
    linear_combination c * e₁ - e₂ - h
```

The proof keeps the two linearised equations, `e₁` and `e₂`, in the form without division. Multiplying `e₁` by `c` gives both equations the same coefficient $cd$ in front of the energy displacement. If the roots are equal, subtracting the equations leaves the tangent condition. Conversely, the tangent condition makes $cd\,E_1$ equal to $cd\,E_2$, and `mul_left_cancel₀` removes the nonzero factor.

## The reciprocal and its quadratic gap

Two further hypotheses appear for $1/P$. The condition `P E₀ ≠ 0` keeps the expansion energy away from a pole of the reciprocal, and `S ≠ 0` gives the target a reciprocal.

```lean
/-- Linearising `1/P` in `1/P = 1/S` gives the Newton step of `P = S` multiplied by
the factor `P(E₀)/S`. -/
theorem isLinearisedRoot_inv_iff {P : ℝ → ℝ} {d E₀ S E : ℝ}
    (hP : HasDerivAt P d E₀) (hp : P E₀ ≠ 0) (hS : S ≠ 0) (hd : d ≠ 0) :
    IsLinearisedRoot (fun x => (P x)⁻¹) E₀ S⁻¹ E ↔
      E = E₀ + P E₀ / S * ((S - P E₀) / d) := by
  have hc : -((P E₀) ^ 2)⁻¹ ≠ 0 := neg_ne_zero.mpr (inv_ne_zero (pow_ne_zero 2 hp))
  have key := isLinearisedRoot_comp_iff (g := fun y => y⁻¹) (S := S) (E := E)
    hP (hasDerivAt_inv hp) hc hd
  have e : (S⁻¹ - (P E₀)⁻¹) / (-((P E₀) ^ 2)⁻¹ * d) = P E₀ / S * ((S - P E₀) / d) := by
    field_simp
    ring
  rw [← e]
  exact key
```

Here `hasDerivAt_inv` supplies the derivative $-1/P_0^2$, and the general formula for a changed representation gives `key`. The equation `e` is the simplification done by hand above: it turns the quotient of reciprocals into $P_0/S$ times the original Newton step.

The gap follows by substituting both root formulas and simplifying.

```lean
/-- The linearised roots from `P = S` and from `1/P = 1/S` differ by
`(S - P(E₀))^2 / (S P'(E₀))`. -/
theorem linearised_root_gap {P : ℝ → ℝ} {d E₀ S E₁ E₂ : ℝ}
    (hP : HasDerivAt P d E₀) (hp : P E₀ ≠ 0) (hS : S ≠ 0) (hd : d ≠ 0)
    (h₁ : IsLinearisedRoot P E₀ S E₁)
    (h₂ : IsLinearisedRoot (fun x => (P x)⁻¹) E₀ S⁻¹ E₂) :
    E₁ - E₂ = (S - P E₀) ^ 2 / (S * d) := by
  rw [(isLinearisedRoot_iff hP hd).1 h₁, (isLinearisedRoot_inv_iff hP hp hS hd).1 h₂]
  field_simp
  ring
```

This is an exact identity between linearised roots, valid for any size of the mismatch $S-P_0$. It does not bound the distance of either root from a solution of $P(E)=S$, which depends on how $P$ behaves away from the expansion energy.

## The values 3/2, 3/8 and 1

The general formulas need the slope of the model function at zero energy. The rule for differentiating a power gives $2(1+0)=2$.

```lean
/-- The model potential function has slope `2` at zero energy. -/
theorem hasDerivAt_quadP : HasDerivAt quadP 2 0 :=
  (((hasDerivAt_id' (0 : ℝ)).const_add 1).fun_pow 2).congr_deriv (by norm_num)
```

The main example has three parts. Among energies above $-1$, the equation `quadP E = 4` holds exactly at $1$. The linearisation of `quadP` at zero has the single root $3/2$, and that of its reciprocal, with target `4⁻¹`, has the single root $3/8$.

```lean
/-- For `P(E) = (1 + E)^2` and `S = 4` the exact root above `-1` is `1`; linearising `P` at
zero energy gives `3/2`, and linearising `1/P` there gives `3/8`. -/
theorem linearised_roots_depend_on_representation :
    (∀ E : ℝ, -1 < E → (quadP E = 4 ↔ E = 1)) ∧
    (∀ E : ℝ, IsLinearisedRoot quadP 0 4 E ↔ E = 3 / 2) ∧
    (∀ E : ℝ, IsLinearisedRoot (fun x => (quadP x)⁻¹) 0 4⁻¹ E ↔ E = 3 / 8) := by
  have hp : quadP 0 = 1 := by norm_num [quadP]
  have hp0 : quadP 0 ≠ 0 := by rw [hp]; exact one_ne_zero
  refine ⟨fun E hE => ?_, fun E => ?_, fun E => ?_⟩
  · unfold quadP
    constructor
    · intro h
      -- the other root, -3, lies below -1
      have hf : (E - 1) * (E + 3) = 0 := by linear_combination h
      rcases mul_eq_zero.1 hf with h' | h' <;> linarith
    · intro h
      rw [h]
      norm_num
  · refine (isLinearisedRoot_iff hasDerivAt_quadP two_ne_zero).trans ?_
    rw [hp]
    norm_num
  · refine (isLinearisedRoot_inv_iff hasDerivAt_quadP hp0 four_ne_zero two_ne_zero).trans ?_
    rw [hp]
    norm_num
```

The first part uses the factorisation $(E-1)(E+3)=0$, and the assumption `-1 < E` rules out the second factor. The other two parts insert $P_0=1$, $d=2$ and $S=4$ into the root formulas and leave the arithmetic to `norm_num`. The restriction to energies above $-1$ is needed only for the exact equation, which has two roots; each linearised equation has one root on the whole real line.

The last theorem treats the square-root representation of the same example.

```lean
/-- Linearising the square root of the same `P` at zero energy, in `√P = √4`, gives the
root `1`. -/
theorem sqrt_representation_root (E : ℝ) :
    IsLinearisedRoot (fun x => Real.sqrt (quadP x)) 0 (Real.sqrt 4) E ↔ E = 1 := by
  have hp : quadP 0 = 1 := by norm_num [quadP]
  have hp0 : quadP 0 ≠ 0 := by rw [hp]; exact one_ne_zero
  have h4 : Real.sqrt 4 = 2 := by
    rw [show (4 : ℝ) = 2 ^ 2 by norm_num]
    exact Real.sqrt_sq (by norm_num)
  have hc : 1 / (2 * Real.sqrt (quadP 0)) ≠ 0 := by
    rw [hp, Real.sqrt_one]
    norm_num
  refine (isLinearisedRoot_comp_iff (g := Real.sqrt) hasDerivAt_quadP
    (Real.hasDerivAt_sqrt hp0) hc two_ne_zero).trans ?_
  rw [hp, h4, Real.sqrt_one]
  norm_num

end

end LinearisedRootRepresentation
```

It uses the general formula with `g := Real.sqrt`. The derivative of the square root at $P_0=1$ is $1/2$, so the transformed slope is $\frac12\cdot2=1$. The target is $\sqrt4=2$ and the starting value is $\sqrt1=1$, which makes the step $(2-1)/1=1$. The same numbers show that the tangent condition fails: $1+\frac12(4-1)=\frac52$, whereas $\sqrt4=2$. The square-root representation therefore disagrees with $P$ itself, whose linearised root is $3/2$.

```lean
#print axioms LinearisedRootRepresentation.linearised_roots_agree_iff
-- 'LinearisedRootRepresentation.linearised_roots_agree_iff' depends on axioms: [propext, Classical.choice, Quot.sound]
#print axioms LinearisedRootRepresentation.linearised_root_gap
-- 'LinearisedRootRepresentation.linearised_root_gap' depends on axioms: [propext, Classical.choice, Quot.sound]
#print axioms LinearisedRootRepresentation.linearised_roots_depend_on_representation
-- 'LinearisedRootRepresentation.linearised_roots_depend_on_representation' depends on axioms: [propext, Classical.choice, Quot.sound]
#print axioms LinearisedRootRepresentation.sqrt_representation_root
-- 'LinearisedRootRepresentation.sqrt_representation_root' depends on axioms: [propext, Classical.choice, Quot.sound]
```
